# Free p-Waves of Different Wavenumbers That Vanish at a Spherical Wall Are Orthogonal Inside It

## A particle behind an impenetrable wall

A particle moves freely inside a sphere of radius $R>0$ and cannot leave it. In a stationary state with angular momentum $\ell=1$, its wavefunction is $u(r)/r$ times a spherical harmonic, and the reduced radial function $u$ satisfies

$$-u''+\frac{2}{r^2}u=k^2u ,$$

where the wavenumber $k>0$ fixes the energy $\hbar^2k^2/2m$ for mass $m$. The solution that is regular at the origin is, up to a factor,

$$u_k(r)=\frac{\sin kr}{kr}-\cos kr\quad(r>0),\qquad u_k(0)=0 .$$

The wall demands $u_k(R)=0$, which selects the allowed wavenumbers. Are the selected functions orthogonal, and what are their norms?

Such functions can serve as a finite basis for the $\ell=1$ radial problem, for instance when a separable pseudopotential is searched for ghost states (spurious eigenstates). The functions treated here are those of the non-interacting particle, with no potential inside the sphere.

## The statements in words

The function $u_k$ is `pWave k`, defined as `sinc (k * r) - cos (k * r)`. Here `sinc` is $\sin x/x$ continued by $1$ at $x=0$, so the value at the origin is a consequence of the definition.

The main theorem, `hard_sphere_orthogonality`, takes distinct positive `k` and `q`, a radius `R > 0`, and the conditions `pWave k R = 0` and `pWave q R = 0`. These conditions stand for an infinitely high potential outside the sphere. The conclusion is

$$\int_0^R u_k(r)\,u_q(r)\,dr=0 .$$

The measure is $dr$ because the factor $r^2$ of the volume element is absorbed in $u$.

Three further theorems complete the picture:

- `hard_sphere_norm` gives the squared norm of an allowed state.
- `expansion_coefficient` recovers the real coefficients `c` of a superposition over a finite set `S` of allowed wavenumbers.
- `exists_hard_sphere_state` supplies an allowed wavenumber with $n\pi<kR<(n+1)\pi$ for every integer $n\ge1$.

Completeness, the expansion of an arbitrary radial function in these states, is not addressed.

## Orthogonality from the Wronskian

For $r>0$, differentiation gives

$$u_k'=\frac{\cos kr}{r}-\frac{\sin kr}{kr^2}+k\sin kr=k\sin kr-\frac{u_k}{r}.$$

Differentiating again and inserting $u_k'$,

$$u_k''=k^2\cos kr-\frac{u_k'}{r}+\frac{u_k}{r^2}
=k^2\cos kr-\frac{k\sin kr}{r}+\frac{2u_k}{r^2}
=\Big(\frac{2}{r^2}-k^2\Big)u_k ,$$

which is the radial equation. In the Wronskian of two waves the terms in $1/r$ cancel:

$$W=u_ku_q'-u_k'u_q=q\,u_k\sin qr-k\sin kr\,u_q .$$

The right-hand side is continuous down to $r=0$ and vanishes there. By the radial equation the centrifugal terms cancel in its derivative:

$$W'=u_ku_q''-u_k''u_q=(k^2-q^2)\,u_ku_q .$$

Integration from $0$ to $R$ yields

$$(k^2-q^2)\int_0^Ru_ku_q\,dr=q\,u_k(R)\sin qR-k\sin kR\,u_q(R).$$

This holds with or without a wall. If both waves vanish at $R$, the right-hand side is zero. Since $k^2-q^2=(k-q)(k+q)\neq0$, the integral is zero.

## Norm and coefficients

Write $s=\sin kr$ and $u=u_k$. Then $s'=k\cos kr=s/r-ku$ and $u'=ks-u/r$, so

$$\big(r(s^2+u^2)\big)'=3s^2-u^2,\qquad \Big(\frac3k\,su\Big)'=3s^2-3u^2 .$$

Half the difference of the two is $u^2$, so $\tfrac12\big[r(s^2+u^2)-\tfrac3k su\big]$ is an antiderivative of $u^2$. It vanishes at $r=0$ and, for an allowed state, equals $\tfrac R2\sin^2kR$ at the wall.

With $x=kR$, the wall condition reads $\sin x=x\cos x$. Hence $\sin^2x=x^2(1-\sin^2x)$, and

$$\int_0^Ru_k^2\,dr=\frac R2\,\frac{(kR)^2}{1+(kR)^2}>0 .$$

For a finite sum $\psi=\sum_{k\in S}c_ku_k$, multiply by $u_q$ with $q\in S$ and integrate. Only the term $k=q$ survives, so

$$c_q=\frac{\int_0^Ru_q\psi\,dr}{\int_0^Ru_q^2\,dr}.$$

## Allowed wavenumbers and the lowest p-wave state

Let $g(x)=\sin x/x-\cos x$. For $n\ge1$, $g(n\pi)=-(-1)^n$ and $g((n+1)\pi)=(-1)^n$. The sign changes, so $g$ has a zero $x$ strictly between these points, and $k=x/R$ is allowed.

The case $n=0$ is different. The function $\sin x-x\cos x$ starts at zero and has derivative $x\sin x>0$ on $(0,\pi)$, so there is no allowed state with $0<kR<\pi$. The lowest p-wave state therefore has $\pi<kR<2\pi$.

## The Lean file

```lean
import Mathlib

open Real Set

namespace HardSpherePWave

/-- The free p-wave radial function `sin (k r) / (k r) - cos (k r)`, with `sin x / x`
continued by the value `1` at `x = 0`. -/
noncomputable def pWave (k r : ℝ) : ℝ := sinc (k * r) - cos (k * r)

/-- The p-wave radial function vanishes at the origin. -/
theorem pWave_zero (k : ℝ) : pWave k 0 = 0 := by
  simp [pWave]

/-- For positive wavenumber and radius the p-wave is `sin (k r) / (k r) - cos (k r)`. -/
theorem pWave_of_pos {k r : ℝ} (hk : 0 < k) (hr : 0 < r) :
    pWave k r = sin (k * r) / (k * r) - cos (k * r) := by
  rw [pWave, sinc_of_ne_zero (mul_pos hk hr).ne']

/-- The p-wave radial function is continuous, also at the origin. -/
theorem continuous_pWave (k : ℝ) : Continuous (pWave k) := by
  have h : Continuous (fun r : ℝ => k * r) := by fun_prop
  exact (continuous_sinc.comp h).sub (continuous_cos.comp h)

/-- For positive `k` and `r` the slope of the p-wave `u` is `k sin (k r) - u / r`. -/
theorem hasDerivAt_pWave {k r : ℝ} (hk : 0 < k) (hr : 0 < r) :
    HasDerivAt (pWave k) (k * sin (k * r) - pWave k r / r) r := by
  have hlin : HasDerivAt (fun x : ℝ => k * x) k r :=
    ((hasDerivAt_id' r).const_mul k).congr_deriv (mul_one k)
  have hd := (hlin.sin.fun_div hlin (mul_pos hk hr).ne').fun_sub hlin.cos
  have heq : pWave k =ᶠ[nhds r] fun x => sin (k * x) / (k * x) - cos (k * x) := by
    filter_upwards [Ioi_mem_nhds hr] with x hx
    exact pWave_of_pos hk hx
  refine (hd.congr_of_eventuallyEq heq).congr_deriv ?_
  rw [pWave_of_pos hk hr]
  field_simp
  ring

/-- The radial Schrödinger equation for angular momentum one: for positive `k` and `r`, the p-wave
`u` satisfies `u'' = (2 / r² - k²) u`. -/
theorem radial_equation {k r : ℝ} (hk : 0 < k) (hr : 0 < r) :
    HasDerivAt (deriv (pWave k)) ((2 / r ^ 2 - k ^ 2) * pWave k r) r := by
  have hlin : HasDerivAt (fun x : ℝ => k * x) k r :=
    ((hasDerivAt_id' r).const_mul k).congr_deriv (mul_one k)
  have hd := (hlin.sin.const_mul k).fun_sub
    ((hasDerivAt_pWave hk hr).fun_div (hasDerivAt_id' r) hr.ne')
  have heq : deriv (pWave k) =ᶠ[nhds r] fun x => k * sin (k * x) - pWave k x / x := by
    filter_upwards [Ioi_mem_nhds hr] with x hx
    exact (hasDerivAt_pWave hk hx).deriv
  refine (hd.congr_of_eventuallyEq heq).congr_deriv ?_
  rw [pWave_of_pos hk hr]
  field_simp
  ring

/-- The overlap of two p-waves of positive wavenumber inside a sphere, times `k² - q²`,
equals a boundary term at the surface. -/
theorem wronskian_identity {k q R : ℝ} (hk : 0 < k) (hq : 0 < q) (hR : 0 ≤ R) :
    (k ^ 2 - q ^ 2) * (∫ r in (0 : ℝ)..R, pWave k r * pWave q r) =
      q * pWave k R * sin (q * R) - k * sin (k * R) * pWave q R := by
  have ck := continuous_pWave k
  have cq := continuous_pWave q
  -- the Wronskian, in which the terms with a factor `1 / r` have cancelled
  have hderiv : ∀ r ∈ Ioo 0 R, HasDerivAt
      (fun r => q * pWave k r * sin (q * r) - k * sin (k * r) * pWave q r)
      ((k ^ 2 - q ^ 2) * (pWave k r * pWave q r)) r := by
    intro r hr
    have hr0 : 0 < r := hr.1
    have lk : HasDerivAt (fun x : ℝ => k * x) k r :=
      ((hasDerivAt_id' r).const_mul k).congr_deriv (mul_one k)
    have lq : HasDerivAt (fun x : ℝ => q * x) q r :=
      ((hasDerivAt_id' r).const_mul q).congr_deriv (mul_one q)
    refine ((((hasDerivAt_pWave hk hr0).const_mul q).fun_mul lq.sin).fun_sub
      ((lk.sin.const_mul k).fun_mul (hasDerivAt_pWave hq hr0))).congr_deriv ?_
    rw [pWave_of_pos hk hr0, pWave_of_pos hq hr0]
    field_simp
    ring
  rw [← intervalIntegral.integral_const_mul,
    intervalIntegral.integral_eq_sub_of_hasDerivAt_of_le hR
      (Continuous.continuousOn (by fun_prop)) hderiv
      (Continuous.intervalIntegrable (by fun_prop) _ _)]
  simp [pWave_zero]

/-- Two p-waves with distinct positive wavenumbers that both vanish at the wall of a hard
sphere are orthogonal inside it. -/
theorem hard_sphere_orthogonality {k q R : ℝ} (hk : 0 < k) (hq : 0 < q) (hkq : k ≠ q)
    (hR : 0 < R) (hkR : pWave k R = 0) (hqR : pWave q R = 0) :
    ∫ r in (0 : ℝ)..R, pWave k r * pWave q r = 0 := by
  have h := wronskian_identity hk hq hR.le
  rw [hkR, hqR] at h
  have hne : k ^ 2 - q ^ 2 ≠ 0 := by
    have h1 : k ^ 2 - q ^ 2 = (k - q) * (k + q) := by ring
    rw [h1]
    exact mul_ne_zero (sub_ne_zero.mpr hkq) (add_pos hk hq).ne'
  exact (mul_eq_zero.mp (h.trans (by ring))).resolve_left hne

/-- A p-wave of positive wavenumber that vanishes at the wall `R > 0` has squared norm
`(R / 2) (k R)² / (1 + (k R)²)` inside the sphere. -/
theorem hard_sphere_norm {k R : ℝ} (hk : 0 < k) (hR : 0 < R) (hkR : pWave k R = 0) :
    ∫ r in (0 : ℝ)..R, pWave k r ^ 2 = R / 2 * ((k * R) ^ 2 / (1 + (k * R) ^ 2)) := by
  have ck := continuous_pWave k
  -- an explicit antiderivative of the radial density
  have hderiv : ∀ r ∈ Ioo 0 R, HasDerivAt
      (fun r => 1 / 2 * (r * (sin (k * r) * sin (k * r) + pWave k r * pWave k r)
        - 3 / k * (sin (k * r) * pWave k r))) (pWave k r ^ 2) r := by
    intro r hr
    have hr0 : 0 < r := hr.1
    have lk : HasDerivAt (fun x : ℝ => k * x) k r :=
      ((hasDerivAt_id' r).const_mul k).congr_deriv (mul_one k)
    have hu := hasDerivAt_pWave hk hr0
    refine ((((hasDerivAt_id' r).fun_mul ((lk.sin.fun_mul lk.sin).fun_add
      (hu.fun_mul hu))).fun_sub ((lk.sin.fun_mul hu).const_mul (3 / k))).const_mul
      (1 / 2)).congr_deriv ?_
    rw [pWave_of_pos hk hr0]
    field_simp
    ring
  -- the wall condition fixes the sine at the wall
  have hs : sin (k * R) = k * R * cos (k * R) := by
    have h := hkR
    rw [pWave_of_pos hk hR, sub_eq_zero, div_eq_iff (mul_pos hk hR).ne'] at h
    linarith
  have hsq : sin (k * R) ^ 2 = (k * R) ^ 2 / (1 + (k * R) ^ 2) := by
    rw [eq_div_iff (by positivity)]
    linear_combination (k * R) ^ 2 * sin_sq_add_cos_sq (k * R)
      + (sin (k * R) + k * R * cos (k * R)) * hs
  rw [intervalIntegral.integral_eq_sub_of_hasDerivAt_of_le hR.le
    (Continuous.continuousOn (by fun_prop)) hderiv
    (Continuous.intervalIntegrable (by fun_prop) _ _), ← hsq, hkR, pWave_zero]
  ring

/-- In a finite superposition of p-waves with positive wavenumbers that vanish at the wall
`R > 0`, each coefficient is the overlap with its p-wave divided by the squared norm. -/
theorem expansion_coefficient {R : ℝ} (hR : 0 < R) (S : Finset ℝ) (c : ℝ → ℝ)
    (hS : ∀ k ∈ S, 0 < k ∧ pWave k R = 0) {q : ℝ} (hq : q ∈ S) :
    c q = (∫ r in (0 : ℝ)..R, pWave q r * ∑ k ∈ S, c k * pWave k r) /
      (∫ r in (0 : ℝ)..R, pWave q r ^ 2) := by
  obtain ⟨hq0, hqR⟩ := hS q hq
  have hpos : 0 < ∫ r in (0 : ℝ)..R, pWave q r ^ 2 := by
    rw [hard_sphere_norm hq0 hR hqR]
    positivity
  have hterm : ∀ r, pWave q r * ∑ k ∈ S, c k * pWave k r =
      ∑ k ∈ S, c k * (pWave q r * pWave k r) := by
    intro r
    rw [Finset.mul_sum]
    exact Finset.sum_congr rfl fun k _ => by ring
  rw [eq_div_iff hpos.ne']
  simp_rw [hterm]
  have hint : ∀ k ∈ S, IntervalIntegrable
      (fun r => c k * (pWave q r * pWave k r)) MeasureTheory.volume 0 R := by
    intro k _
    have ck := continuous_pWave k
    have cq := continuous_pWave q
    exact Continuous.intervalIntegrable (by fun_prop) _ _
  rw [intervalIntegral.integral_finsetSum hint]
  simp_rw [intervalIntegral.integral_const_mul]
  -- only the term with wavenumber `q` survives
  rw [Finset.sum_eq_single_of_mem q hq]
  · simp_rw [pow_two]
  · intro k hk hkq
    rw [hard_sphere_orthogonality hq0 (hS k hk).1 hkq.symm hR hqR (hS k hk).2, mul_zero]

/-- For every integer `n ≥ 1` and wall radius `R > 0` some p-wave with
`n π < k R < (n + 1) π` vanishes at the wall. -/
theorem exists_hard_sphere_state {R : ℝ} (hR : 0 < R) (n : ℕ) (hn : 1 ≤ n) :
    ∃ k : ℝ, 0 < k ∧ n * π < k * R ∧ k * R < (n + 1) * π ∧ pWave k R = 0 := by
  have hn0 : (0 : ℝ) < n := by exact_mod_cast hn
  have hpi := pi_pos
  have ha0 : 0 < (n : ℝ) * π := by positivity
  have hb0 : 0 < ((n : ℝ) + 1) * π := by positivity
  have hsq : (-1 : ℝ) ^ n * (-1) ^ n = 1 := by
    rw [← mul_pow]
    norm_num
  obtain ⟨f, hf⟩ : ∃ f : ℝ → ℝ, f = fun x => (-1) ^ n * (sinc x - cos x) := ⟨_, rfl⟩
  have hc : Continuous f := by
    rw [hf]
    exact continuous_const.mul (continuous_sinc.sub continuous_cos)
  -- the signed wave changes sign between consecutive multiples of `π`
  have ha : f (n * π) = -1 := by
    simp only [hf]
    rw [sinc_of_ne_zero ha0.ne', sin_nat_mul_pi, cos_nat_mul_pi, zero_div]
    linear_combination -hsq
  have hb : f ((n + 1) * π) = 1 := by
    simp only [hf]
    rw [sinc_of_ne_zero hb0.ne', add_mul, one_mul, sin_add_pi, cos_add_pi,
      sin_nat_mul_pi, cos_nat_mul_pi, neg_zero, zero_div]
    linear_combination hsq
  have hmem : (0 : ℝ) ∈ Ioo (f (n * π)) (f ((n + 1) * π)) := by
    rw [ha, hb]
    constructor <;> norm_num
  obtain ⟨x, hx, hfx⟩ := intermediate_value_Ioo (by nlinarith) hc.continuousOn hmem
  have hxR : x / R * R = x := div_mul_cancel₀ x hR.ne'
  refine ⟨x / R, div_pos (ha0.trans hx.1) hR, ?_, ?_, ?_⟩
  · rw [hxR]
    exact hx.1
  · rw [hxR]
    exact hx.2
  · rw [pWave, hxR]
    simp only [hf] at hfx
    exact (mul_eq_zero.mp hfx).resolve_left (pow_ne_zero n (by norm_num))

end HardSpherePWave
```

```lean
#print axioms HardSpherePWave.radial_equation
#print axioms HardSpherePWave.hard_sphere_orthogonality
#print axioms HardSpherePWave.expansion_coefficient
#print axioms HardSpherePWave.exists_hard_sphere_state
```

```
'HardSpherePWave.radial_equation' depends on axioms: [propext, Classical.choice, Quot.sound]
'HardSpherePWave.hard_sphere_orthogonality' depends on axioms: [propext, Classical.choice, Quot.sound]
'HardSpherePWave.expansion_coefficient' depends on axioms: [propext, Classical.choice, Quot.sound]
'HardSpherePWave.exists_hard_sphere_state' depends on axioms: [propext, Classical.choice, Quot.sound]
```

## How Lean carries out the steps

`hasDerivAt_pWave` replaces `pWave` near a positive `r` by the explicit quotient, applies the quotient rule, and lets `field_simp` and `ring` match the result to $k\sin kr-u_k/r$. `radial_equation` repeats the pattern for the second derivative.

`wronskian_identity` starts from the simplified Wronskian. It does not call `radial_equation`; it differentiates the products with the first-derivative formula and checks the algebra directly. The version of the fundamental theorem of calculus used here needs the derivative only on the open interval, together with continuity on the closed one. The terms $u/r$ therefore never have to be evaluated at the origin.

`hard_sphere_orthogonality` inserts the wall conditions and removes the nonzero factor $k^2-q^2$. `hard_sphere_norm` uses the antiderivative above; its steps `hs` and `hsq` are the wall condition and the resulting value of $\sin^2kR$.

In `expansion_coefficient`, the integral is moved inside the finite sum, and `Finset.sum_eq_single_of_mem` keeps the term with wavenumber `q`. Orthogonality disposes of the others, and the norm formula shows that the denominator is positive.

`exists_hard_sphere_state` multiplies $g$ by $(-1)^n$, so that the endpoint values are always $-1$ and $1$. `intermediate_value_Ioo` then provides the interior zero, which is divided by `R`.
